# A one-electron amplitude that is axial under all rotations and reflections vanishes

Suppose the Auger lines of a 1s hole in an otherwise closed-shell atom are predicted from angular momentum alone. The initial ion has $L=0$. The final term $2p^4\,{}^3P$ has $L=1$, and an outgoing p-wave electron can couple with it to $L=0$, so the count predicts a line. In pure LS coupling that line is forbidden, so the prediction is wrong there. What the count leaves out is parity.

## Mirrors force the amplitude to zero

Let $k\in\mathbb R^3$ be the momentum of the Auger electron. The three orbital components of the ${}^3P$ term give three amplitudes, collected in $A(k)\in\mathbb C^3$. Four 2p electrons have even parity, so the term behaves as an axial vector: it rotates like a vector but does not change sign under inversion. The 1s-hole state is invariant, and so is the Coulomb interaction. The amplitude therefore satisfies

$$A(Rk)=\det(R)\,R\,A(k)\qquad\text{for every real orthogonal } R \text{ and every } k.$$

The claim is that $A=0$. Neither continuity nor linearity of $A$ is needed.

Take a nonzero $n\in\mathbb R^3$, choose $c$ with $c\,(n\cdot n)=2$, and set $M=1-c\,nn^T$. This is the mirror whose plane is normal to $n$. It is symmetric, and

$$M^TM=1-2c\,nn^T+c^2(n\cdot n)\,nn^T=1,\qquad \det M=1-c\,(n\cdot n)=-1.$$

If $n\cdot k=0$, then $Mk=k$, and the law gives

$$A(k)=-MA(k)=-A(k)+c\,n\,(n\cdot A(k)),$$

where $n\cdot A=\sum_i n_iA_i$. Hence $2A(k)=c\,n\,(n\cdot A(k))$, so $A(k)$ is parallel to $n$:

$$n_iA_j(k)=n_jA_i(k).$$

This holds for every $n$ perpendicular to $k$, and trivially for $n=0$.

Number the components 0, 1, 2 and write $A_i$ for $A_i(k)$. Up to sign, the cross products of $k$ with the coordinate axes are

$$(0,k_2,-k_1),\qquad (k_2,0,-k_0),\qquad (k_1,-k_0,0).$$

Used as normals, they give $k_iA_j=0$ for all $i\neq j$, together with

$$k_2A_2=-k_1A_1,\qquad k_2A_2=-k_0A_0,\qquad k_1A_1=-k_0A_0.$$

The last two relations give $k_2A_2=k_1A_1$, and with the first all three products vanish. So $k_iA_j=0$ for all $i,j$, and if $k\neq0$ some $k_i$ is nonzero, which gives $A(k)=0$. If $k=0$, every $n$ is allowed: the normal $(1,0,0)$ gives $A_1=A_2=0$, and $(0,1,0)$ gives $A_0=0$.

The factor $\det R$ is easily lost. Without it the mirror gives $A=MA$, which says that $A$ is perpendicular to $n$ instead of parallel to it, and $A(k)=k$ survives. That is the law for a polar-vector term, such as a P term of the odd configuration $2s\,2p^5$.

## The axial law in Lean

The development uses Mathlib's matrices and vectors indexed by `Fin 3`.

```lean
import Mathlib

open Matrix

namespace AugerAxialSelectionRule

noncomputable section
```

The rotation matrix is real and the amplitudes are complex, so `act` converts each matrix entry to a complex number before multiplying.

```lean
/-- A real 3 × 3 matrix acting on a complex vector of amplitudes. -/
def act (R : Matrix (Fin 3) (Fin 3) ℝ) (v : Fin 3 → ℂ) : Fin 3 → ℂ :=
  fun i => ∑ j, (R i j : ℂ) * v j
```

The predicate `IsAxialAmplitude` is the covariance law. The condition `Rᵀ * R = 1` admits rotations, reflections and inversion alike, and `*ᵥ` is a matrix acting on a vector. The law is a hypothesis about $A$; it is not derived from a Hamiltonian. It stands for LS coupling with the spin part factored out, an invariant initial state and a single outgoing electron. Spin–orbit coupling can mix terms and give the line intensity.

```lean
/-- The amplitude for emission of one electron with momentum `k` transforms as an axial vector
under all rotations and reflections. -/
def IsAxialAmplitude (A : (Fin 3 → ℝ) → (Fin 3 → ℂ)) : Prop :=
  ∀ R : Matrix (Fin 3) (Fin 3) ℝ, Rᵀ * R = 1 →
    ∀ k, A (R *ᵥ k) = (R.det : ℂ) • act R (A k)
```

## Properties of the mirror

The definition takes $c$ as a separate parameter, and the lemmas assume $c\,(n\cdot n)=2$ where they need it.

```lean
/-- The matrix `1 - c n nᵀ`; for `c (n · n) = 2` it is the mirror whose plane is normal to `n`. -/
def mirror (c : ℝ) (n : Fin 3 → ℝ) : Matrix (Fin 3) (Fin 3) ℝ :=
  1 - c • vecMulVec n n
```

For orthogonality, `hT` is the symmetry of $M$, `hP` is $(nn^T)^2=(n\cdot n)\,nn^T$, and `hE` expands the square. The condition on $c$ then cancels the remaining terms.

```lean
/-- A mirror is an orthogonal matrix. -/
theorem mirror_orthogonal (c : ℝ) (n : Fin 3 → ℝ) (h : c * (n ⬝ᵥ n) = 2) :
    (mirror c n)ᵀ * mirror c n = 1 := by
  have hT : (mirror c n)ᵀ = mirror c n := by
    ext i j
    simp only [mirror, transpose_apply, Matrix.sub_apply, Matrix.smul_apply, vecMulVec_apply,
      smul_eq_mul, Matrix.one_apply, eq_comm (a := j) (b := i)]
    ring
  have hP : vecMulVec n n * vecMulVec n n = (n ⬝ᵥ n) • vecMulVec n n := by
    ext i j
    simp only [Matrix.mul_apply, Matrix.smul_apply, vecMulVec_apply, dotProduct,
      Fin.sum_univ_three, smul_eq_mul]
    ring
  have hE : mirror c n * mirror c n
      = 1 - (2 * c) • vecMulVec n n + (c * c) • (vecMulVec n n * vecMulVec n n) := by
    simp only [mirror, sub_mul, mul_sub, one_mul, mul_one, smul_mul_assoc, mul_smul_comm]
    module
  have hc : c * c * (n ⬝ᵥ n) = 2 * c := by linear_combination c * h
  rw [hT, hE, hP, smul_smul, hc, sub_add_cancel]
```

The determinant is expanded by the explicit $3\times3$ formula.

```lean
/-- A mirror has determinant `-1`. -/
theorem mirror_det (c : ℝ) (n : Fin 3 → ℝ) (h : c * (n ⬝ᵥ n) = 2) :
    (mirror c n).det = -1 := by
  simp only [dotProduct, Fin.sum_univ_three] at h
  rw [Matrix.det_fin_three]
  simp [mirror, vecMulVec_apply]
  linear_combination -h
```

A momentum in the mirror plane is fixed, whatever the value of $c$.

```lean
/-- A momentum lying in the mirror plane is left unchanged. -/
theorem mirror_fixes (c : ℝ) (n k : Fin 3 → ℝ) (h : n ⬝ᵥ k = 0) :
    mirror c n *ᵥ k = k := by
  simp only [dotProduct, Fin.sum_univ_three] at h
  rw [mirror, Matrix.sub_mulVec, Matrix.one_mulVec]
  ext i
  simp only [Pi.sub_apply, Matrix.mulVec, dotProduct, Fin.sum_univ_three, Matrix.smul_apply,
    vecMulVec_apply, smul_eq_mul]
  linear_combination (-c * n i) * h
```

The same matrix acting on a complex vector subtracts $c\,n\,(n\cdot v)$.

```lean
/-- The action of `1 - c n nᵀ` on a complex amplitude vector, component by component. -/
theorem act_mirror (c : ℝ) (n : Fin 3 → ℝ) (v : Fin 3 → ℂ) (i : Fin 3) :
    act (mirror c n) v i = v i - c * n i * (n 0 * v 0 + n 1 * v 1 + n 2 * v 2) := by
  fin_cases i <;>
    simp [act, mirror, Fin.sum_univ_three, vecMulVec_apply, Matrix.one_apply] <;> ring
```

## From parallel to zero

The next lemma is the relation $n_iA_j=n_jA_i$. After the case $n=0$, the proof applies the law to the mirror and reads off components $i$ and $j$. The final `linear_combination` weights them with $n_i/2$ and $n_j/2$ and subtracts, which removes $n\cdot A$.

```lean
/-- An axial amplitude at momentum `k` is parallel to every vector `n` perpendicular to `k`. -/
theorem axial_parallel_to_normal {A : (Fin 3 → ℝ) → (Fin 3 → ℂ)} (hA : IsAxialAmplitude A)
    (n k : Fin 3 → ℝ) (h : n ⬝ᵥ k = 0) (i j : Fin 3) :
    (n i : ℂ) * A k j = n j * A k i := by
  by_cases hn : n = 0
  · simp [hn]
  have hne : n ⬝ᵥ n ≠ 0 := fun h0 => hn (dotProduct_self_eq_zero.mp h0)
  obtain ⟨c, hc⟩ : ∃ c : ℝ, c * (n ⬝ᵥ n) = 2 := ⟨2 / (n ⬝ᵥ n), div_mul_cancel₀ 2 hne⟩
  -- the mirror keeps k but reverses the in-plane part of an axial vector
  have e := hA (mirror c n) (mirror_orthogonal c n hc) k
  rw [mirror_fixes c n k h, mirror_det c n hc] at e
  have ei := congrFun e i
  have ej := congrFun e j
  simp only [Pi.smul_apply, smul_eq_mul, act_mirror, Complex.ofReal_neg,
    Complex.ofReal_one] at ei ej
  linear_combination ((n i : ℂ) / 2) * ej - ((n j : ℂ) / 2) * ei
```

The selection rule concludes `A = 0` as an equality of functions, hence at every momentum. Inside the proof, `P` collects the three parallelism relations for a normal $(a,b,c)$ perpendicular to $k$; here `c` is a component of the normal, not the coefficient of the mirror. The two cases follow the derivation above: the equations `e00` to `e21` are the nine products $k_iA_j=0$, and `key` gathers them before a nonzero component of $k$ is divided out.

```lean
/-- Selection rule: a one-electron emission amplitude that transforms as an axial vector under
all rotations and reflections vanishes at every momentum. -/
theorem axial_amplitude_eq_zero {A : (Fin 3 → ℝ) → (Fin 3 → ℂ)} (hA : IsAxialAmplitude A) :
    A = 0 := by
  funext k j
  change A k j = 0
  have P : ∀ a b c : ℝ, a * k 0 + b * k 1 + c * k 2 = 0 →
      (a : ℂ) * A k 1 = b * A k 0 ∧ (a : ℂ) * A k 2 = c * A k 0 ∧
        (b : ℂ) * A k 2 = c * A k 1 := by
    intro a b c h
    have hd : ![a, b, c] ⬝ᵥ k = 0 := by
      simpa [dotProduct, Fin.sum_univ_three] using h
    have hp := axial_parallel_to_normal hA ![a, b, c] k hd
    exact ⟨hp 0 1, hp 0 2, hp 1 2⟩
  by_cases hk : k = 0
  · -- at zero momentum every direction is a mirror normal
    obtain ⟨p1, p2, -⟩ := P 1 0 0 (by simp [hk])
    obtain ⟨q1, -, -⟩ := P 0 1 0 (by simp [hk])
    simp only [Complex.ofReal_zero, Complex.ofReal_one] at p1 p2 q1
    have f0 : A k 0 = 0 := by linear_combination -q1
    have f1 : A k 1 = 0 := by linear_combination p1
    have f2 : A k 2 = 0 := by linear_combination p2
    fin_cases j <;> assumption
  · -- three normals: up to sign, the cross products of k with the coordinate axes
    obtain ⟨a1, a2, a3⟩ := P 0 (k 2) (-k 1) (by ring)
    obtain ⟨b1, b2, b3⟩ := P (k 2) 0 (-k 0) (by ring)
    obtain ⟨c1, c2, c3⟩ := P (k 1) (-k 0) 0 (by ring)
    simp only [Complex.ofReal_zero, Complex.ofReal_neg] at a1 a2 a3 b1 b2 b3 c1 c2 c3
    have e00 : (k 0 : ℂ) * A k 0 = 0 := by linear_combination (b2 + c1 - a3) / 2
    have e11 : (k 1 : ℂ) * A k 1 = 0 := by linear_combination (a3 + c1 - b2) / 2
    have e22 : (k 2 : ℂ) * A k 2 = 0 := by linear_combination (a3 + b2 - c1) / 2
    have e01 : (k 0 : ℂ) * A k 1 = 0 := by linear_combination b3
    have e02 : (k 0 : ℂ) * A k 2 = 0 := by linear_combination -c3
    have e10 : (k 1 : ℂ) * A k 0 = 0 := by linear_combination a2
    have e12 : (k 1 : ℂ) * A k 2 = 0 := by linear_combination c2
    have e20 : (k 2 : ℂ) * A k 0 = 0 := by linear_combination -a1
    have e21 : (k 2 : ℂ) * A k 1 = 0 := by linear_combination b1
    have key : ∀ i l : Fin 3, (k i : ℂ) * A k l = 0 := by
      intro i l
      fin_cases i <;> fin_cases l <;> assumption
    obtain ⟨i, hi⟩ := Function.ne_iff.mp hk
    exact (mul_eq_zero.mp (key i j)).resolve_left (Complex.ofReal_ne_zero.mpr hi)
```

A KLL calculation in pure LS coupling with one outgoing electron must therefore give zero rate into $2p^4\,{}^3P$ from this initial state.

## Where nonzero axial amplitudes exist

Two examples show what the rule depends on. Both are built from real vectors, which `toAmplitude` reads as complex ones.

```lean
/-- A real vector regarded as a vector of complex amplitudes. -/
def toAmplitude (x : Fin 3 → ℝ) : Fin 3 → ℂ := fun i => (x i : ℂ)
```

This reading commutes with the action of a matrix.

```lean
/-- Transforming a real vector and then reading it as an amplitude is the same as transforming
the amplitude. -/
theorem toAmplitude_mulVec (R : Matrix (Fin 3) (Fin 3) ℝ) (x : Fin 3 → ℝ) :
    toAmplitude (R *ᵥ x) = act R (toAmplitude x) := by
  ext i
  simp [toAmplitude, act, Matrix.mulVec, dotProduct]
```

If the law is required only for proper rotations, $A(k)=k$ satisfies it, because $\det R=1$. The theorem states this for every matrix of determinant one, orthogonal or not. This is the p-wave that the count of angular momenta allowed.

```lean
/-- The amplitude `A(k) = k` obeys the axial law for every matrix of determinant one, in
particular for every proper rotation, and it is not identically zero. -/
theorem proper_rotations_do_not_suffice :
    (∀ R : Matrix (Fin 3) (Fin 3) ℝ, R.det = 1 →
      ∀ k, toAmplitude (R *ᵥ k) = (R.det : ℂ) • act R (toAmplitude k)) ∧
    toAmplitude ![1, 0, 0] ≠ 0 := by
  refine ⟨fun R hR k => ?_, fun h => ?_⟩
  · rw [hR, toAmplitude_mulVec, Complex.ofReal_one, one_smul]
  · have h0 := congrFun h 0
    simp [toAmplitude] at h0
```

With two outgoing electrons of momenta $p$ and $q$, the full law has the nonzero solution $p\times q$. Any real $3\times3$ matrix satisfies $R^T(Rp\times Rq)=\det(R)\,(p\times q)$, which is `hcof`. For orthogonal $R$, multiplying by $R$ gives $Rp\times Rq=\det(R)\,R(p\times q)$. The axial law alone thus does not forbid emission of two electrons that leaves the ion in an even P term, for example one of $2s\,2p^4$; the size of such an amplitude is a separate matter.

```lean
/-- For two outgoing electrons with momenta `p` and `q`, the amplitude `p × q` obeys the axial
law under all rotations and reflections, and it is not identically zero. -/
theorem two_electron_axial_amplitude :
    (∀ R : Matrix (Fin 3) (Fin 3) ℝ, Rᵀ * R = 1 → ∀ p q : Fin 3 → ℝ,
      toAmplitude ((R *ᵥ p) ⨯₃ (R *ᵥ q)) = (R.det : ℂ) • act R (toAmplitude (p ⨯₃ q))) ∧
    toAmplitude (![1, 0, 0] ⨯₃ ![0, 1, 0]) ≠ 0 := by
  refine ⟨fun R hR p q => ?_, fun h => ?_⟩
  · -- the cofactor identity, valid for any matrix
    have hcof : Rᵀ *ᵥ ((R *ᵥ p) ⨯₃ (R *ᵥ q)) = R.det • (p ⨯₃ q) := by
      ext i
      fin_cases i <;>
        simp [cross_apply, Matrix.mulVec, dotProduct, Matrix.det_fin_three,
          Fin.sum_univ_three] <;> ring
    have hR' : R * Rᵀ = 1 := mul_eq_one_comm.mp hR
    have hx : (R *ᵥ p) ⨯₃ (R *ᵥ q) = R.det • (R *ᵥ (p ⨯₃ q)) := by
      rw [← Matrix.mulVec_smul, ← hcof, Matrix.mulVec_mulVec, hR', Matrix.one_mulVec]
    rw [hx, ← toAmplitude_mulVec]
    ext i
    simp [toAmplitude]
  · have h2 := congrFun h 2
    simp [toAmplitude, cross_apply] at h2

end

end AugerAxialSelectionRule
```

```lean
#print axioms AugerAxialSelectionRule.axial_amplitude_eq_zero
#print axioms AugerAxialSelectionRule.proper_rotations_do_not_suffice
#print axioms AugerAxialSelectionRule.two_electron_axial_amplitude
```

```
'AugerAxialSelectionRule.axial_amplitude_eq_zero' depends on axioms: [propext, Classical.choice, Quot.sound]
'AugerAxialSelectionRule.proper_rotations_do_not_suffice' depends on axioms: [propext, Classical.choice, Quot.sound]
'AugerAxialSelectionRule.two_electron_axial_amplitude' depends on axioms: [propext, Classical.choice, Quot.sound]
```
